# The amplitude equations of a linear expansion have at most n+1 solutions when the (n+1)-dimensional Hamiltonian has n+1 distinct eigenvalues

An amplitude solver restarted from another guess may converge to another solution, and such restarts alone do not show when the list of solutions is complete. Degeneracy can make the list infinite: for the identity matrix with at least one excited state, every amplitude vector is a solution with energy 1.

Let $H$ be a complex matrix in an orthonormal basis that consists of a reference state $0$ and $n$ excited states $1,\dots,n$. The amplitudes $t_0,\dots,t_{n-1}$ are the coefficients of the excited states when the reference coefficient is fixed at one; $t_k$ belongs to state $k+1$. With the projected energy

$$E(t)=H_{00}+\sum_{k=0}^{n-1}H_{0,k+1}t_k,$$

the equations are, for $m=0,\dots,n-1$,

$$H_{m+1,0}+\sum_{k=0}^{n-1}H_{m+1,k+1}t_k=t_m\,E(t).$$

If $H$ has $n+1$ distinct eigenvalues, there are at most $n+1$ solutions, and different solutions have different energies. Their exact number is the number of eigenvectors, one per eigenvalue, with a non-zero reference component.

## Checking a multi-root search against diagonalisation

For a finite configuration-interaction matrix with distinct eigenvalues, the number of eigenvectors with a reference component, which can be smaller than $n+1$, tells a multi-root search when it has found everything, and the energy identifies each root. Diagonalisation supplies the reference list: discard eigenvectors without reference component and divide the others by that component.

## From amplitudes to eigenvectors and back

Put $w=(1,t_0,\dots,t_{n-1})$. Then

$$(Hw)_i=H_{i0}+\sum_k H_{i,k+1}t_k.$$

Row $0$ of $Hw=E(t)w$ is the definition of $E(t)$, and row $m+1$ is the amplitude equation for $t_m$. Hence $t$ is a solution exactly when $Hw=E(t)w$.

Conversely, let $Hu=eu$ with $u_0\neq0$, and set $t_m=u_{m+1}/u_0$. Then $w=u/u_0$ satisfies $Hw=ew$. Its row $0$ gives $E(t)=e$, so $t$ is a solution.

Now let $Hv_i=\varepsilon_iv_i$, with $v_i\neq0$ and distinct $\varepsilon_i$, for $i=0,\dots,n$. These vectors are independent: a shortest non-trivial relation among them has at least two terms, and applying $H-\varepsilon_j$ for one of its indices $j$ removes only that term, leaving a shorter one. Being $n+1$ in number, they span the space.

For a solution $t$, write $w=\sum_i c_iv_i$. Then

$$0=Hw-E(t)w=\sum_i c_i(\varepsilon_i-E(t))v_i,$$

so every $c_i(\varepsilon_i-E(t))$ vanishes. Since $w\neq0$, some $c_j\neq0$, which gives $E(t)=\varepsilon_j$. The other eigenvalues differ from $E(t)$, so the other coefficients are zero and $w=c_jv_j$. Row $0$ reads $1=c_j(v_j)_0$. Therefore $(v_j)_0\neq0$ and $t_m=(v_j)_{m+1}/(v_j)_0$.

Each solution thus comes from an index $j$ with $(v_j)_0\neq0$, and each such index gives a solution of energy $\varepsilon_j$. Equal energies mean equal indices, hence equal amplitudes. Counting indices gives the exact number and the bound.

## A three-level matrix with two solutions

Take

$$H=\begin{pmatrix}0&1&0\\1&0&0\\0&0&2\end{pmatrix},$$

with eigenvalues $1,-1,2$. Here $E(t)=t_0$, and the equations are $1=t_0^2$ and $2t_1=t_1t_0$. So $t_0=\pm1$ and $t_1=0$: two solutions, with energies $\pm1$. The eigenvector for $2$ has no reference component, so no amplitude vector represents it.

## The Lean development

```lean
import Mathlib

open Matrix

namespace AmplitudeSolutionSets

noncomputable section

variable {n : ℕ}

/-- The state with reference coefficient one and excited coefficients `t`. -/
def ciVector (t : Fin n → ℂ) : Fin (n + 1) → ℂ :=
  Fin.cons (α := fun _ => ℂ) 1 t

/-- The projected energy `H_{0,0} + ∑ k, H_{0,k+1} t_k` of the amplitudes `t`. -/
def energy (H : Matrix (Fin (n + 1)) (Fin (n + 1)) ℂ) (t : Fin n → ℂ) : ℂ :=
  H 0 0 + ∑ k : Fin n, H 0 k.succ * t k

/-- The set of amplitudes that satisfy the projected equations for all excited states. -/
def solutions (H : Matrix (Fin (n + 1)) (Fin (n + 1)) ℂ) : Set (Fin n → ℂ) :=
  {t | ∀ m : Fin n, H m.succ 0 + ∑ k : Fin n, H m.succ k.succ * t k = t m * energy H t}

/-- The excited coefficients of `u` divided by its reference coefficient,
for vectors with `u 0 ≠ 0`. -/
def amplitudes (u : Fin (n + 1) → ℂ) : Fin n → ℂ :=
  fun m => u m.succ / u 0

/-- The matrix `H` has the pairwise distinct eigenvalues `ε i`, as many as its dimension,
with eigenvectors `v i`. -/
structure IsSimpleEigensystem (H : Matrix (Fin (n + 1)) (Fin (n + 1)) ℂ)
    (ε : Fin (n + 1) → ℂ) (v : Fin (n + 1) → Fin (n + 1) → ℂ) : Prop where
  injective : Function.Injective ε
  ne_zero : ∀ i, v i ≠ 0
  eigen : ∀ i, H *ᵥ v i = ε i • v i

/-- The components of `H` applied to the state with amplitudes `t`. -/
theorem mulVec_ciVector (H : Matrix (Fin (n + 1)) (Fin (n + 1)) ℂ) (t : Fin n → ℂ)
    (i : Fin (n + 1)) :
    (H *ᵥ ciVector t) i = H i 0 + ∑ k : Fin n, H i k.succ * t k := by
  simp [Matrix.mulVec, dotProduct, Fin.sum_univ_succ, ciVector]

/-- Amplitudes solve the projected equations exactly when their state satisfies the
eigenvalue equation with the projected energy. -/
theorem mem_solutions_iff (H : Matrix (Fin (n + 1)) (Fin (n + 1)) ℂ) (t : Fin n → ℂ) :
    t ∈ solutions H ↔ H *ᵥ ciVector t = energy H t • ciVector t := by
  constructor
  · intro h
    funext i
    rw [mulVec_ciVector]
    induction i using Fin.cases with
    | zero => exact (mul_one (energy H t)).symm
    | succ m => exact (h m).trans (mul_comm (t m) (energy H t))
  · intro h m
    have hm := congrFun h m.succ
    rw [mulVec_ciVector] at hm
    exact hm.trans (mul_comm (energy H t) (t m))

/-- An eigenvector with non-zero reference coefficient gives a solution whose energy is
the eigenvalue. -/
theorem amplitudes_mem_solutions {H : Matrix (Fin (n + 1)) (Fin (n + 1)) ℂ}
    {u : Fin (n + 1) → ℂ} {e : ℂ} (hu : H *ᵥ u = e • u) (h0 : u 0 ≠ 0) :
    amplitudes u ∈ solutions H ∧ energy H (amplitudes u) = e := by
  have hw : ciVector (amplitudes u) = (u 0)⁻¹ • u := by
    funext i
    induction i using Fin.cases with
    | zero => exact (inv_mul_cancel₀ h0).symm
    | succ m => exact div_eq_inv_mul (u m.succ) (u 0)
  have hH : H *ᵥ ciVector (amplitudes u) = e • ciVector (amplitudes u) := by
    rw [hw, Matrix.mulVec_smul, hu, smul_comm]
  -- the reference component of the eigenvalue equation is the energy
  have hE : energy H (amplitudes u) = e := by
    have h := congrFun hH 0
    rw [mulVec_ciVector] at h
    exact h.trans (mul_one e)
  exact ⟨(mem_solutions_iff H _).mpr (by rw [hE]; exact hH), hE⟩

/-- If all eigenvalues are distinct, every eigenvector is a multiple of one of the
listed eigenvectors and has its eigenvalue. -/
theorem eigenvector_classification {H : Matrix (Fin (n + 1)) (Fin (n + 1)) ℂ}
    {ε : Fin (n + 1) → ℂ} {v : Fin (n + 1) → Fin (n + 1) → ℂ}
    (hS : IsSimpleEigensystem H ε v) {w : Fin (n + 1) → ℂ} {E : ℂ}
    (hw : w ≠ 0) (h : H *ᵥ w = E • w) : ∃ j, E = ε j ∧ ∃ c : ℂ, w = c • v j := by
  have li : LinearIndependent ℂ v :=
    Module.End.eigenvectors_linearIndependent' (Matrix.toLin' H) ε hS.injective v
      (fun i => ⟨Module.End.mem_eigenspace_iff.mpr
        (by rw [Matrix.toLin'_apply]; exact hS.eigen i), hS.ne_zero i⟩)
  have hspan := li.span_eq_top_of_card_eq_finrank' (by simp)
  have hmem : w ∈ Submodule.span ℂ (Set.range v) := by
    rw [hspan]
    exact Submodule.mem_top
  obtain ⟨c, hc⟩ := (Submodule.mem_span_range_iff_exists_fun ℂ).mp hmem
  have h1 : H *ᵥ w = ∑ i, c i • (ε i • v i) := by
    rw [← hc, ← Matrix.mulVecLin_apply, map_sum]
    refine Finset.sum_congr rfl fun i _ => ?_
    rw [map_smul, Matrix.mulVecLin_apply, hS.eigen]
  -- compare the expansions of H w and E w
  have hz : ∑ i, (c i * (ε i - E)) • v i = 0 := by
    calc ∑ i, (c i * (ε i - E)) • v i
        = ∑ i, c i • (ε i • v i) - E • ∑ i, c i • v i := by
          rw [Finset.smul_sum, ← Finset.sum_sub_distrib]
          exact Finset.sum_congr rfl fun i _ => by module
      _ = 0 := by rw [← h1, hc, h, sub_self]
  have hci : ∀ i, c i * (ε i - E) = 0 :=
    Fintype.linearIndependent_iff.mp li (fun i => c i * (ε i - E)) hz
  obtain ⟨j, hj⟩ : ∃ j, c j ≠ 0 := by
    by_contra hne
    have hall : ∀ i, c i = 0 := fun i => by_contra fun hi => hne ⟨i, hi⟩
    apply hw
    rw [← hc]
    simp [hall]
  have hE : ε j = E := sub_eq_zero.mp ((mul_eq_zero.mp (hci j)).resolve_left hj)
  refine ⟨j, hE.symm, c j, ?_⟩
  rw [← hc]
  refine Finset.sum_eq_single j (fun i _ hij => ?_) (by simp)
  have hi : c i = 0 := (mul_eq_zero.mp (hci i)).resolve_right
    (fun h0 => hij (hS.injective ((sub_eq_zero.mp h0).trans hE.symm)))
  rw [hi, zero_smul]

/-- Every solution comes from a listed eigenvector with non-zero reference coefficient,
and its energy is the corresponding eigenvalue. -/
theorem solution_from_eigenvector {H : Matrix (Fin (n + 1)) (Fin (n + 1)) ℂ}
    {ε : Fin (n + 1) → ℂ} {v : Fin (n + 1) → Fin (n + 1) → ℂ}
    (hS : IsSimpleEigensystem H ε v) {t : Fin n → ℂ} (ht : t ∈ solutions H) :
    ∃ j, v j 0 ≠ 0 ∧ t = amplitudes (v j) ∧ energy H t = ε j := by
  have hne : ciVector t ≠ 0 := fun h => one_ne_zero (α := ℂ) (congrFun h 0)
  obtain ⟨j, hE, c, hc⟩ :=
    eigenvector_classification hS hne ((mem_solutions_iff H t).mp ht)
  have h0 : 1 = c * v j 0 := congrFun hc 0
  have hv0 : v j 0 ≠ 0 := by
    intro hz
    rw [hz, mul_zero] at h0
    exact one_ne_zero h0
  refine ⟨j, hv0, ?_, hE⟩
  funext m
  have hm : t m = c * v j m.succ := congrFun hc m.succ
  change t m = v j m.succ / v j 0
  rw [eq_div_iff hv0, hm]
  linear_combination (-(v j m.succ)) * h0

/-- For distinct eigenvalues the solutions are finite in number, at most the dimension of `H`, as
many as the listed eigenvectors that overlap the reference, and differ in energy. -/
theorem solution_count_and_energies {H : Matrix (Fin (n + 1)) (Fin (n + 1)) ℂ}
    {ε : Fin (n + 1) → ℂ} {v : Fin (n + 1) → Fin (n + 1) → ℂ}
    (hS : IsSimpleEigensystem H ε v) :
    (solutions H).Finite ∧ (solutions H).ncard ≤ n + 1 ∧
      (solutions H).ncard = {i | v i 0 ≠ 0}.ncard ∧
      Set.InjOn (energy H) (solutions H) := by
  have himg : solutions H = (fun i => amplitudes (v i)) '' {i | v i 0 ≠ 0} := by
    ext t
    constructor
    · intro ht
      obtain ⟨j, hj, htj, _⟩ := solution_from_eigenvector hS ht
      exact ⟨j, hj, htj.symm⟩
    · rintro ⟨j, hj, rfl⟩
      exact (amplitudes_mem_solutions (hS.eigen j) hj).1
  -- different eigenvectors give different amplitudes, since their energies differ
  have hinj : Set.InjOn (fun i => amplitudes (v i)) {i | v i 0 ≠ 0} := by
    intro i hi j hj hij
    apply hS.injective
    rw [← (amplitudes_mem_solutions (hS.eigen i) hi).2,
      ← (amplitudes_mem_solutions (hS.eigen j) hj).2]
    exact congrArg (energy H) hij
  have hcard : (solutions H).ncard = {i | v i 0 ≠ 0}.ncard := by
    rw [himg]
    exact Set.InjOn.ncard_image hinj
  refine ⟨?_, ?_, hcard, ?_⟩
  · rw [himg]
    exact (Set.toFinite _).image _
  · rw [hcard]
    have hle := Set.ncard_le_ncard (Set.subset_univ {i | v i 0 ≠ 0}) Set.finite_univ
    rwa [Set.ncard_univ, Nat.card_eq_fintype_card, Fintype.card_fin] at hle
  · intro t ht s hs hts
    obtain ⟨i, _, hti, hEi⟩ := solution_from_eigenvector hS ht
    obtain ⟨j, _, hsj, hEj⟩ := solution_from_eigenvector hS hs
    have hij : i = j := hS.injective (hEi.symm.trans (hts.trans hEj))
    rw [hti, hsj, hij]

/-- The two-level matrix with zero diagonal and unit coupling has the distinct
eigenvalues `1` and `-1`, with eigenvectors `(1, 1)` and `(1, -1)`. -/
theorem twoLevel_witness :
    IsSimpleEigensystem (n := 1) !![0, 1; 1, 0] ![1, -1] ![![1, 1], ![1, -1]] where
  injective := by
    intro i j h
    revert h
    fin_cases i <;> fin_cases j <;> norm_num
  ne_zero := by
    intro i h
    have h0 := congrFun h 0
    fin_cases i <;> simp at h0
  eigen := by
    intro i
    funext k
    fin_cases i <;> fin_cases k <;> simp [Matrix.mulVec, dotProduct, Fin.sum_univ_succ]

/-- The amplitude equation of this two-level matrix has exactly two solutions. -/
theorem twoLevel_two_solutions :
    (solutions (n := 1) !![0, 1; 1, 0]).ncard = 2 := by
  rw [(solution_count_and_energies twoLevel_witness).2.2.1]
  have hall : {i : Fin (1 + 1) |
      (![![1, 1], ![1, -1]] : Fin 2 → Fin 2 → ℂ) i 0 ≠ 0} = Set.univ := by
    refine Set.eq_univ_of_forall fun i => ?_
    change (![![1, 1], ![1, -1]] : Fin 2 → Fin 2 → ℂ) i 0 ≠ 0
    fin_cases i <;> simp
  rw [hall, Set.ncard_univ, Nat.card_eq_fintype_card, Fintype.card_fin]

/-- For the identity matrix all amplitudes are solutions. -/
theorem solutions_one :
    solutions (1 : Matrix (Fin (n + 1)) (Fin (n + 1)) ℂ) = Set.univ := by
  refine Set.eq_univ_of_forall fun t => ?_
  have hE : energy (1 : Matrix (Fin (n + 1)) (Fin (n + 1)) ℂ) t = 1 := by
    have h := mulVec_ciVector (1 : Matrix (Fin (n + 1)) (Fin (n + 1)) ℂ) t 0
    rw [Matrix.one_mulVec] at h
    exact h.symm
  rw [mem_solutions_iff, hE, Matrix.one_mulVec, one_smul]

end

end AmplitudeSolutionSets
```

```lean
#print axioms AmplitudeSolutionSets.solution_count_and_energies
-- 'AmplitudeSolutionSets.solution_count_and_energies' depends on axioms: [propext, Classical.choice, Quot.sound]
#print axioms AmplitudeSolutionSets.twoLevel_two_solutions
-- 'AmplitudeSolutionSets.twoLevel_two_solutions' depends on axioms: [propext, Classical.choice, Quot.sound]
#print axioms AmplitudeSolutionSets.solutions_one
-- 'AmplitudeSolutionSets.solutions_one' depends on axioms: [propext, Classical.choice, Quot.sound]
```

## Exact arithmetic, linear amplitudes and a full set of eigenvectors

`ciVector t` is $w$, and `k.succ` is the excited state $k+1$. `IsSimpleEigensystem` supplies the distinct eigenvalues and non-zero eigenvectors; $H$ need not be Hermitian, nor the eigenvectors normalised. `solution_count_and_energies` states finiteness, the bound, the exact count and, as `Set.InjOn`, the distinct energies. Finiteness is stated separately because `ncard` assigns zero to infinite sets.

In the proof, `mulVec_ciVector` expands $Hw$, and `mem_solutions_iff` compares rows through `Fin.cases`. `amplitudes_mem_solutions` performs the division by $u_0$. `eigenvector_classification` takes independence from Mathlib, obtains the span by counting dimensions and compares coefficients; `solution_from_eigenvector` then recovers $t$. The final theorem writes the solution set as an image of the overlapping indices and counts it by injectivity.

`twoLevel_witness` and `twoLevel_two_solutions` give a case that attains the bound, and `solutions_one` treats the identity matrix.

The amplitudes are linear coefficients in the full space of $H$; truncated equations with an exponential ansatz are not covered. Nor are convergence and rounding: nearly equal computed energies do not establish that two roots coincide.
